# The kinetic energy density of finitely many real orbitals in one dimension as a Weizsäcker term plus a term from the slopes of the amplitudes

In atomic units (ħ = m = 1), a finite family of real orbitals f_i, each counted once, has density n = ∑ f_i² and kinetic energy density ∑ f_i′²/2. For orbitals continuously differentiable on an interval [a, b] with a < b, the declaration splits this kinetic energy density at any point of the interval where n is positive. It equals the Weizsäcker term n′²/(8n) plus n/2 times the sum of the squared slopes of the amplitudes f_i/√n. The orbitals need be neither normalised nor orthogonal, and derivatives are taken within the interval, so they are one-sided at its ends. The proof finds the slopes of the density and of the amplitudes by the product and quotient rules, sums the squares of the latter, and combines the results algebraically.

The failing Lean file:

```lean
import Mathlib

open Set Topology

namespace KineticDensitySplit

noncomputable section

variable {ι : Type*} [Fintype ι] {a b : ℝ} {f : ι → ℝ → ℝ}

/-- The particle density `n = ∑ f_i²` of a finite family of real orbitals. -/
def density (f : ι → ℝ → ℝ) (x : ℝ) : ℝ := ∑ i, f i x ^ 2

/-- The amplitude `f_i / √n` of orbital `i` relative to the density, meant for points
where the density is positive. -/
def amplitude (f : ι → ℝ → ℝ) (i : ι) (x : ℝ) : ℝ := f i x / √(density f x)

/-- For continuously differentiable orbitals, at a point of positive density, the kinetic
energy density is the Weizsaecker term plus `n/2` times the sum of the squared slopes of
the amplitudes. -/
theorem kinetic_density_split (hab : a < b) (hf : ∀ i, ContDiffOn ℝ 1 (f i) (Icc a b))
    {x : ℝ} (hx : x ∈ Icc a b) (hn : 0 < density f x) :
    ∑ i, derivWithin (f i) (Icc a b) x ^ 2 / 2 =
      derivWithin (density f) (Icc a b) x ^ 2 / (8 * density f x) +
        density f x / 2 * ∑ i, derivWithin (amplitude f i) (Icc a b) x ^ 2 := by
  have hU := uniqueDiffOn_Icc hab x hx
  have hD : ∀ i, HasDerivWithinAt (f i) (derivWithin (f i) (Icc a b) x) (Icc a b) x :=
    fun i => ((hf i).differentiableOn (by norm_num) x hx).hasDerivWithinAt
  generalize hd : (fun i => derivWithin (f i) (Icc a b) x) = d
  have hdi : ∀ i, derivWithin (f i) (Icc a b) x = d i := fun i => congrFun hd i
  simp only [hdi] at hD ⊢
  -- the slope of the density is `2 ∑ f_i f_i'`
  have hN : HasDerivWithinAt (density f) (2 * ∑ i, f i x * d i) (Icc a b) x := by
    have e : density f = fun y => ∑ i, f i y * f i y := by
      funext y
      simp only [density, sq]
    have h : HasDerivWithinAt (fun y => ∑ i, f i y * f i y)
        (∑ i, (d i * f i x + f i x * d i)) (Icc a b) x :=
      HasDerivWithinAt.fun_sum fun i _ => (hD i).mul (hD i)
    rw [e]
    refine h.congr_deriv ?_
    rw [Finset.mul_sum]
    exact Finset.sum_congr rfl fun i _ => by ring
  have hr : √(density f x) ≠ 0 := (Real.sqrt_pos.2 hn).ne'
  have alg : ∀ r p q s : ℝ, r ≠ 0 →
      r ^ 2 * ((p * r - q * (2 * s / (2 * r))) / r ^ 2) ^ 2 = (p - q * (s / r ^ 2)) ^ 2 := by
    intro r p q s h
    field_simp
  -- the slope of each amplitude, from the quotient rule
  have hA : ∀ i, density f x * derivWithin (amplitude f i) (Icc a b) x ^ 2 =
      (d i - f i x * ((∑ j, f j x * d j) / density f x)) ^ 2 := by
    intro i
    have h : HasDerivWithinAt (amplitude f i) _ (Icc a b) x :=
      (hD i).fun_div (hN.sqrt hn.ne') hr
    have h2 := alg _ (d i) (f i x) (∑ j, f j x * d j) hr
    rw [h.derivWithin hU]
    rwa [Real.sq_sqrt hn.le] at h2 ⊢
  have expand : ∀ t : ℝ, ∑ i, (d i - f i x * t) ^ 2 =
      ∑ i, d i ^ 2 - 2 * t * ∑ i, f i x * d i + t ^ 2 * density f x := by
    intro t
    simp only [density, Finset.mul_sum, ← Finset.sum_sub_distrib, ← Finset.sum_add_distrib]
    exact Finset.sum_congr rfl fun i _ => by ring
  have hS : density f x * ∑ i, derivWithin (amplitude f i) (Icc a b) x ^ 2 = _ :=
    (Finset.mul_sum _ _ _).trans
      ((Finset.sum_congr rfl fun i _ => hA i).trans (expand _))
  rw [hN.derivWithin hU, ← Finset.sum_div]
  generalize (∑ i, f i x * d i) = S at hS ⊢
  have e1 : (2 * S) ^ 2 / (8 * density f x) = S / density f x * S / 2 := by
    field_simp
    norm_num
  have e2 : (S / density f x) ^ 2 * density f x = S / density f x * S := by
    field_simp
  linear_combination -hS / 2 - e1 - e2 / 2

end

end KineticDensitySplit
```

The compiler's answer:

```
Main.lean:68:73: error: unsolved goals
ι : Type u_1
inst✝ : Fintype ι
a b : ℝ
f : ι → ℝ → ℝ
hab : a < b
hf : ∀ (i : ι), ContDiffOn ℝ 1 (f i) (Icc a b)
x : ℝ
hx : x ∈ Icc a b
hn : 0 < density f x
hU : UniqueDiffWithinAt ℝ (Icc a b) x
d : ι → ℝ
hd : (fun i => derivWithin (f i) (Icc a b) x) = d
hdi : ∀ (i : ι), derivWithin (f i) (Icc a b) x = d i
hD : ∀ (i : ι), HasDerivWithinAt (f i) (d i) (Icc a b) x
hN : HasDerivWithinAt (density f) (2 * ∑ i, f i x * d i) (Icc a b) x
hr : √(density f x) ≠ 0
alg : ∀ (r p q s : ℝ), r ≠ 0 → r ^ 2 * ((p * r - q * (2 * s / (2 * r))) / r ^ 2) ^ 2 = (p - q * (s / r ^ 2)) ^ 2
hA :
  ∀ (i : ι),
    density f x * derivWithin (amplitude f i) (Icc a b) x ^ 2 = (d i - f i x * ((∑ j, f j x * d j) / density f x)) ^ 2
expand : ∀ (t : ℝ), ∑ i, (d i - f i x * t) ^ 2 = ∑ i, d i ^ 2 - 2 * t * ∑ i, f i x * d i + t ^ 2 * density f x
S : ℝ
hS :
  density f x * ∑ i, derivWithin (amplitude f i) (Icc a b) x ^ 2 =
    ∑ i, d i ^ 2 - 2 * (S / density f x) * S + (S / density f x) ^ 2 * density f x
⊢ 8 * S ^ 2 = S ^ 2 * 8
```

What went wrong. The one error is in `e1`, an auxiliary identity that rewrites the Weizsäcker term, with `S` standing for ∑ f_i f_i′. Lean reports that the proof of `e1` ends with a goal still open, `8 * S ^ 2 = S ^ 2 * 8`. The identity is true, and the two sides differ only in the order of the factors.

By this point `field_simp` has cleared the denominators, and `norm_num` is left to finish. `norm_num` evaluates numerals and simplifies, but it does not by default reorder the factors of a product to make two sides agree. It therefore stops at this equation without closing it.

The repair replaces `norm_num` with `ring`, which proves identities that follow from the laws of commutative rings. It brings both sides to a common normal form, doing the numerical arithmetic and the reordering together, and so closes the goal.

Fix (accepted with no message):

```diff
@@ -68,5 +68,5 @@
   have e1 : (2 * S) ^ 2 / (8 * density f x) = S / density f x * S / 2 := by
     field_simp
-    norm_num
+    ring
   have e2 : (S / density f x) ^ 2 * density f x = S / density f x * S := by
     field_simp
```
